# First-order cumulant reweighting is exact for A = a + bX + cY and h = u + dX with independent standard normals X and Y

The distributional assumptions are placed on X, the variable that enters the weight: X is standard normal, while Y need only be independent of X and have a finite mean. Averages E[·] are integrals over a probability measure P, not sums over a finite sample. The case where Y is also standard normal then follows as a special case.

## Two averages that agree

Let a, b, c, u and d be real numbers, and set A = a + bX + cY and h = u + dX. Then

E[A exp(−h)] / E[exp(−h)] = E[A] − Cov(A,h),

where Cov(A,h) = E[Ah] − E[A]E[h]. In the Lean file the left side is `reweighted`, the right side is `firstCumulant`, and the covariance is `cov`. The condition `P.map X = gaussianReal 0 1` gives X mean 0 and variance 1. `IndepFun X Y P` states independence, and `Integrable Y P` gives Y its finite mean.

## Replacing exponential weights in path-integral averages

A path-integral code can sample with one action and reweight to another. Here h is the dimensionless difference, target action minus sampled action, and A is the observable. When h fluctuates strongly, a few configurations can dominate the exponential average; the first-order cumulant estimate uses a covariance instead. In this linear Gaussian model, that replacement introduces no truncation error.

## Gaussian moments and the cancelling normaliser

For every real t, the generating function of X and its first derivative give

E[exp(tX)] = exp(t²/2)

E[X exp(tX)] = t exp(t²/2).

Write m = E[Y] and Z = E[exp(−h)]. Setting t = −d gives

Z = exp(−u) exp(d²/2)

E[X exp(−h)] = −d Z.

Since Y is independent of X, E[Y exp(−h)] = mZ. Therefore

E[A exp(−h)] = aZ − bdZ + cmZ = (a − bd + cm) Z.

Z is positive, so dividing by it leaves a − bd + cm.

For the other side, independence gives E[XY] = E[X]E[Y] = 0. Together with E[X] = 0 and E[X²] = 1 this yields

E[A] = a + cm

E[h] = u

E[Ah] = au + bd + cmu

Cov(A,h) = au + bd + cmu − (a + cm)u = bd.

Hence E[A] − Cov(A,h) = a + cm − bd, the same value.

As a numerical instance, take a = 2, b = 3, c = 1, u = 0.5 and d = 0.4, with both variables standard normal. Then Z = exp(−0.42) and the weighted numerator is (2 − 1.2) exp(−0.42), so the reweighted average is 0.8. The covariance route gives 2 − 1.2 = 0.8.

A quadratic observable behaves differently. Differentiating the generating function twice and three times gives

E[X² exp(tX)] = (1 + t²) exp(t²/2)

E[X³ exp(tX)] = (3t + t³) exp(t²/2).

For A = X² and h = dX, the reweighted average is therefore 1 + d². Since E[X³] = 0, the covariance vanishes and the first-order estimate is 1. At d = 0.4 the two values are 1.16 and 1.

## The Lean file

```lean
import Mathlib

open MeasureTheory ProbabilityTheory

namespace CumulantReweighting

noncomputable section

variable {Ω : Type*} [MeasurableSpace Ω] {P : Measure Ω} {X Y : Ω → ℝ}

/-- The covariance E[AB] - E[A]E[B] of two observables. -/
def cov (P : Measure Ω) (A B : Ω → ℝ) : ℝ :=
  (∫ ω, A ω * B ω ∂P) - (∫ ω, A ω ∂P) * ∫ ω, B ω ∂P

/-- The average of `A` reweighted by the factor exp(-h). -/
def reweighted (P : Measure Ω) (A h : Ω → ℝ) : ℝ :=
  (∫ ω, A ω * Real.exp (-h ω) ∂P) / ∫ ω, Real.exp (-h ω) ∂P

/-- The first-order cumulant estimate E[A] - Cov(A,h). -/
def firstCumulant (P : Measure Ω) (A h : Ω → ℝ) : ℝ :=
  (∫ ω, A ω ∂P) - cov P A h

/-- Every real exponent lies inside the domain of the generating function of a
standard normal variable. -/
theorem mem_interior_expSet (hm : Measurable X) (hX : P.map X = gaussianReal 0 1) (t : ℝ) :
    t ∈ interior (integrableExpSet X P) := by
  have h : integrableExpSet X P = Set.univ := by
    ext s
    simp only [Set.mem_univ, iff_true]
    have h := integrable_exp_mul_gaussianReal (μ := 0) (v := 1) s
    rw [← hX] at h
    exact h.comp_measurable hm
  rw [h, interior_univ]
  trivial

/-- All powers of a standard normal variable are integrable. -/
theorem integrable_power (hm : Measurable X) (hX : P.map X = gaussianReal 0 1) (n : ℕ) :
    Integrable (fun ω => X ω ^ n) P := by
  simpa using integrable_pow_mul_exp_of_mem_interior_integrableExpSet
    (mem_interior_expSet hm hX 0) n

/-- The averages of exp(tX), X exp(tX), X² exp(tX) and X³ exp(tX) for a standard
normal variable X. -/
theorem exponential_moments (hm : Measurable X) (hX : P.map X = gaussianReal 0 1) (t : ℝ) :
    (∫ ω, Real.exp (t * X ω) ∂P) = Real.exp (t ^ 2 / 2) ∧
    (∫ ω, X ω * Real.exp (t * X ω) ∂P) = t * Real.exp (t ^ 2 / 2) ∧
    (∫ ω, X ω ^ 2 * Real.exp (t * X ω) ∂P) = (1 + t ^ 2) * Real.exp (t ^ 2 / 2) ∧
    (∫ ω, X ω ^ 3 * Real.exp (t * X ω) ∂P) = (3 * t + t ^ 3) * Real.exp (t ^ 2 / 2) := by
  -- differentiating under the integral raises the power of X by one
  have step : ∀ (n : ℕ) (f : ℝ → ℝ) (f' s : ℝ),
      (∀ r, (∫ ω, X ω ^ n * Real.exp (r * X ω) ∂P) = f r) → HasDerivAt f f' s →
      (∫ ω, X ω ^ (n + 1) * Real.exp (s * X ω) ∂P) = f' := by
    intro n f f' s hf hf'
    have h := hasDerivAt_integral_pow_mul_exp_real (mem_interior_expSet hm hX s) n
    simp only [hf] at h
    exact h.unique hf'
  have g : ∀ s : ℝ, HasDerivAt (fun r : ℝ => Real.exp (r ^ 2 / 2))
      (s * Real.exp (s ^ 2 / 2)) s := fun s =>
    (((hasDerivAt_pow 2 s).div_const 2).exp).congr_deriv (by norm_num; ring)
  have m0 : ∀ s : ℝ, (∫ ω, Real.exp (s * X ω) ∂P) = Real.exp (s ^ 2 / 2) := by
    intro s
    simpa [mgf] using mgf_gaussianReal hX s
  have m1 := fun s => step 0 _ _ s (fun r => by simpa using m0 r) (g s)
  have m2 := fun s => step 1 (fun r => r * Real.exp (r ^ 2 / 2))
    ((1 + s ^ 2) * Real.exp (s ^ 2 / 2)) s m1
    (((hasDerivAt_id' s).fun_mul (g s)).congr_deriv (by ring))
  have m3 := step 2 (fun r => (1 + r ^ 2) * Real.exp (r ^ 2 / 2))
    ((3 * t + t ^ 3) * Real.exp (t ^ 2 / 2)) t m2
    ((((hasDerivAt_pow 2 t).const_add 1).fun_mul (g t)).congr_deriv (by norm_num; ring))
  exact ⟨m0 t, by simpa only [zero_add, pow_one] using m1 t, m2 t, m3⟩

/-- Averaging a + bX + cY against a weight depending on X alone factorises the
contribution of the independent variable Y. -/
theorem integral_affine_mul (hXY : IndepFun X Y P) (hY : Integrable Y P) {φ : ℝ → ℝ}
    (hφ : Measurable φ) (h0 : Integrable (fun ω => φ (X ω)) P)
    (h1 : Integrable (fun ω => X ω * φ (X ω)) P) (a b c : ℝ) :
    (∫ ω, (a + b * X ω + c * Y ω) * φ (X ω) ∂P) =
      a * (∫ ω, φ (X ω) ∂P) + b * (∫ ω, X ω * φ (X ω) ∂P)
        + c * ((∫ ω, φ (X ω) ∂P) * ∫ ω, Y ω ∂P) := by
  have hi : IndepFun (fun ω => φ (X ω)) Y P := hXY.comp hφ measurable_id
  have h2 : Integrable (fun ω => φ (X ω) * Y ω) P := hi.integrable_mul h0 hY
  have h3 : (∫ ω, φ (X ω) * Y ω ∂P) = (∫ ω, φ (X ω) ∂P) * ∫ ω, Y ω ∂P :=
    hi.integral_mul_eq_mul_integral h0.aestronglyMeasurable hY.aestronglyMeasurable
  have h4 : Integrable (fun ω => a * φ (X ω) + b * (X ω * φ (X ω))) P :=
    (h0.const_mul a).add (h1.const_mul b)
  have e : (fun ω => (a + b * X ω + c * Y ω) * φ (X ω)) =
      fun ω => (a * φ (X ω) + b * (X ω * φ (X ω))) + c * (φ (X ω) * Y ω) := by
    funext ω
    ring
  rw [e, integral_add h4 (h2.const_mul c), integral_add (h0.const_mul a) (h1.const_mul b),
    integral_const_mul, integral_const_mul, integral_const_mul, h3]

/-- For X standard normal and Y integrable and independent of X, the reweighted average of
a + bX + cY under h = u + dX equals its first-order cumulant estimate. -/
theorem reweighted_eq_firstCumulant [IsProbabilityMeasure P] (hm : Measurable X)
    (hX : P.map X = gaussianReal 0 1) (hXY : IndepFun X Y P) (hY : Integrable Y P)
    (a b c u d : ℝ) :
    reweighted P (fun ω => a + b * X ω + c * Y ω) (fun ω => u + d * X ω) =
      firstCumulant P (fun ω => a + b * X ω + c * Y ω) (fun ω => u + d * X ω) := by
  have i1 : Integrable X P := by simpa using integrable_power hm hX 1
  have i2 := integrable_power hm hX 2
  have m1 : (∫ ω, X ω ∂P) = 0 := by simpa using (exponential_moments hm hX 0).2.1
  have m2 : (∫ ω, X ω ^ 2 ∂P) = 1 := by simpa using (exponential_moments hm hX 0).2.2.1
  obtain ⟨w0, w1, -, -⟩ := exponential_moments hm hX (-d)
  have j := integrable_pow_mul_exp_of_mem_interior_integrableExpSet
    (mem_interior_expSet hm hX (-d))
  have j0 : Integrable (fun ω => Real.exp (-d * X ω)) P := by simpa using j 0
  have j1 : Integrable (fun ω => X ω * Real.exp (-d * X ω)) P := by
    simpa only [pow_one] using j 1
  -- the weight exp(-h) and its product with X
  have f0 : (fun ω => Real.exp (-(u + d * X ω))) =
      fun ω => Real.exp (-u) * Real.exp (-d * X ω) := by
    funext ω
    rw [← Real.exp_add]
    congr 1
    ring
  have f1 : (fun ω => X ω * Real.exp (-(u + d * X ω))) =
      fun ω => Real.exp (-u) * (X ω * Real.exp (-d * X ω)) := by
    funext ω
    rw [congrFun f0 ω]
    ring
  have e0 : (∫ ω, Real.exp (-(u + d * X ω)) ∂P) = Real.exp (-u) * Real.exp (d ^ 2 / 2) := by
    rw [f0, integral_const_mul, w0, neg_sq]
  have e1 : (∫ ω, X ω * Real.exp (-(u + d * X ω)) ∂P) =
      Real.exp (-u) * (-d * Real.exp (d ^ 2 / 2)) := by
    rw [f1, integral_const_mul, w1, neg_sq]
  have hN := integral_affine_mul hXY hY (φ := fun x => Real.exp (-(u + d * x)))
    (by fun_prop) (by rw [f0]; exact j0.const_mul _) (by rw [f1]; exact j1.const_mul _) a b c
  simp only [e0, e1] at hN
  -- the unweighted averages of A, h and A h
  have q : (fun ω => X ω * (u + d * X ω)) = fun ω => u * X ω + d * X ω ^ 2 := by
    funext ω
    ring
  have p0 : (∫ ω, (u + d * X ω) ∂P) = u := by
    rw [integral_add (integrable_const u) (i1.const_mul d), integral_const_mul, m1]
    simp
  have p1 : (∫ ω, X ω * (u + d * X ω) ∂P) = d := by
    rw [q, integral_add (i1.const_mul u) (i2.const_mul d), integral_const_mul,
      integral_const_mul, m1, m2]
    ring
  have hAh := integral_affine_mul hXY hY (φ := fun x => u + d * x) (by fun_prop)
    ((integrable_const u).add (i1.const_mul d))
    (by rw [q]; exact (i1.const_mul u).add (i2.const_mul d)) a b c
  simp only [p0, p1] at hAh
  have hA : (∫ ω, (a + b * X ω + c * Y ω) ∂P) = a + c * ∫ ω, Y ω ∂P := by
    simpa [m1] using integral_affine_mul hXY hY (φ := fun _ => 1) measurable_const
      (integrable_const 1) (by simpa using i1) a b c
  have ne : Real.exp (-u) * Real.exp (d ^ 2 / 2) ≠ 0 := by positivity
  simp only [reweighted, firstCumulant, cov]
  rw [hN, e0, hA, hAh, p0, div_eq_iff ne]
  ring

/-- The two coordinates of the product of two standard Gaussian measures are standard
normal and independent, and the second is integrable. -/
theorem standardPair_witness :
    ((gaussianReal 0 1).prod (gaussianReal 0 1)).map Prod.fst = gaussianReal 0 1 ∧
    IndepFun Prod.fst Prod.snd ((gaussianReal 0 1).prod (gaussianReal 0 1)) ∧
    ((gaussianReal 0 1).prod (gaussianReal 0 1)).map Prod.snd = gaussianReal 0 1 ∧
    Integrable Prod.snd ((gaussianReal 0 1).prod (gaussianReal 0 1)) := by
  have h2 : ((gaussianReal 0 1).prod (gaussianReal 0 1)).map Prod.snd = gaussianReal 0 1 := by
    simp [Measure.map_snd_prod]
  refine ⟨by simp [Measure.map_fst_prod], indepFun_prod measurable_id measurable_id, h2, ?_⟩
  simpa using integrable_power measurable_snd h2 1

/-- For the coordinates X and Y of the product of two standard Gaussian measures, first-order
cumulant reweighting of a + bX + cY under h = u + dX is exact. -/
theorem gaussian_pair_reweighting (a b c u d : ℝ) :
    reweighted ((gaussianReal 0 1).prod (gaussianReal 0 1))
        (fun p => a + b * p.1 + c * p.2) (fun p => u + d * p.1) =
      firstCumulant ((gaussianReal 0 1).prod (gaussianReal 0 1))
        (fun p => a + b * p.1 + c * p.2) (fun p => u + d * p.1) :=
  reweighted_eq_firstCumulant measurable_fst standardPair_witness.1
    standardPair_witness.2.1 standardPair_witness.2.2.2 a b c u d

/-- For X standard normal, the quadratic observable X² and h = dX, the reweighted average is 1 + d²
while the first-order cumulant estimate is 1. -/
theorem quadratic_observable (hm : Measurable X) (hX : P.map X = gaussianReal 0 1) (d : ℝ) :
    reweighted P (fun ω => X ω ^ 2) (fun ω => d * X ω) = 1 + d ^ 2 ∧
    firstCumulant P (fun ω => X ω ^ 2) (fun ω => d * X ω) = 1 := by
  obtain ⟨w0, -, w2, -⟩ := exponential_moments hm hX (-d)
  have m1 : (∫ ω, X ω ∂P) = 0 := by simpa using (exponential_moments hm hX 0).2.1
  have m2 : (∫ ω, X ω ^ 2 ∂P) = 1 := by simpa using (exponential_moments hm hX 0).2.2.1
  have m3 : (∫ ω, X ω ^ 3 ∂P) = 0 := by simpa using (exponential_moments hm hX 0).2.2.2
  constructor
  · simp only [reweighted, ← neg_mul]
    rw [w0, w2, neg_sq, mul_div_assoc, div_self (Real.exp_ne_zero _), mul_one]
  · -- the covariance of X² and X is the vanishing third moment
    have e : (fun ω => X ω ^ 2 * (d * X ω)) = fun ω => d * X ω ^ 3 := by
      funext ω
      ring
    simp only [firstCumulant, cov]
    rw [e, integral_const_mul, integral_const_mul, m1, m2, m3]
    ring

end

end CumulantReweighting
```

```lean
#print axioms CumulantReweighting.reweighted_eq_firstCumulant
-- 'CumulantReweighting.reweighted_eq_firstCumulant' depends on axioms: [propext, Classical.choice, Quot.sound]
#print axioms CumulantReweighting.gaussian_pair_reweighting
-- 'CumulantReweighting.gaussian_pair_reweighting' depends on axioms: [propext, Classical.choice, Quot.sound]
#print axioms CumulantReweighting.quadratic_observable
-- 'CumulantReweighting.quadratic_observable' depends on axioms: [propext, Classical.choice, Quot.sound]
```

## How the proof runs, and how far it reaches

`mem_interior_expSet` shows that exp(tX) is integrable for every real t, which permits differentiation under the integral. In `exponential_moments`, the local result `step` performs one such differentiation and raises the power of X by one.

`integral_affine_mul` carries out the factorisation for a weight φ(X). The main theorem, `reweighted_eq_firstCumulant`, applies it with φ equal to exp(−h), h and 1, which yields E[A exp(−h)], E[Ah] and E[A]. It then clears the nonzero denominator with `div_eq_iff`, and `ring` checks the remaining algebra.

`standardPair_witness` shows that the coordinates of a product of two standard Gaussian measures satisfy the assumptions, and `gaussian_pair_reweighting` is the resulting statement for two normals. `quadratic_observable` establishes the values 1 + d² and 1.

The theorems guarantee equality of expectation values. They give no error bars and no equality between the two estimators on a finite sample. The exponent h depends linearly on X alone, and the change of variables that would bring a general jointly Gaussian pair to this form is not part of the file. An action difference is in general not Gaussian: between two harmonic systems of different frequency, for example, it is quadratic in the path. The theorem does not cover such cases, and their truncation error has to be assessed separately.
